# A closed word in magnetic translations with UV = ωVU, ω commuting with both, equals ω to its signed area

## Does a closed lattice path know only its area?

A charged particle on a square lattice in a uniform magnetic field has translations \(U\) (one site horizontally) and \(V\) (one site vertically) that commute only up to a phase, \(UV=\omega VU\). Going round one plaquette gives \(\omega\). I expect any closed sequence of steps, however it winds or crosses itself, to give \(\omega^A\) with \(A\) its signed area. Can this be proved for arbitrary words, with a precise definition of \(A\), and checked by machine?

## Each vertical step pays for the column it stands in

Yes. It is enough that \(\omega\) commutes with \(U\) and \(V\).

Start from \(UVU^{-1}=\omega V\). Taking the \(n\)th power gives \(UV^nU^{-1}=\omega^nV^n\), hence \(V^{-n}UV^n=\omega^nU\). Taking the \(m\)th power of this gives, for all integers \(m,n\),
\[
U^mV^n=\omega^{mn}V^nU^m .
\]

Now let \(w\) be a list of steps, each with displacement \((dx,dy)\) equal to \((\pm1,0)\) or \((0,\pm1)\), and let \(W\) be the product of their translations. Write \(N_U(w)\) and \(N_V(w)\) for the sums of \(dx\) and \(dy\), and define the area counted from column \(x\) by
\[
A_x(\text{empty})=0,\qquad A_x(s\,w')=x\,dy+A_{x+dx}(w'),
\]
where \(s\) is the first step and \(w'\) the rest. The claim is
\[
U^xW=\omega^{A_x(w)}\,V^{N_V(w)}\,U^{x+N_U(w)} .
\]
It is clear for the empty word. A step is \(V^{dy}U^{dx}\), so if the claim holds for \(w'\), with product \(W'\), then
\[
\begin{aligned}
U^xV^{dy}U^{dx}W'&=\omega^{x\,dy}V^{dy}\,U^{x+dx}W'\\
&=\omega^{x\,dy+A_{x+dx}(w')}\,V^{dy+N_V(w')}\,U^{x+dx+N_U(w')} .
\end{aligned}
\]
For \(x=0\) and \(N_U=N_V=0\), only \(W=\omega^{A_0(w)}\) remains.

The starting point is immaterial. Moving the starting column to \(x\) adds \(x\) to the column of every vertical step, so \(A_x=A_0+xN_V\). For a path \(a\) followed by \(b\), this gives
\[
A_0(ab)=A_0(a)+A_0(b)+N_U(a)N_V(b).
\]
If \(ab\) is closed, \(N_U(b)=-N_U(a)\) and \(N_V(b)=-N_V(a)\), so \(A_0(ab)=A_0(ba)\).

## What the Lean statements say

In `closed_word_eq`, `G` is any group, `hU` and `hV` say that `ω` commutes with `U` and `V`, and `h` is the exchange relation. A path is a `List Step`, `word` is its product, `hu` and `hv` say that it closes, and `signedArea` is \(A_0\). This is a discrete \(\oint x\,dy\); its reading as enclosed area weighted by winding number is the usual geometric interpretation, which I leave unproved.

Words are drawn in written order. In a product of operators applied to a wavefunction the rightmost factor acts first, so the state takes the steps in reverse order and circulates in the opposite sense.

`closed_word_eq_one_iff` says that a closed word is the identity exactly when the order of `ω` divides the area; Lean records infinite order as 0, and then the area must vanish. For a single particle in uniform flux \(p/q\) per plaquette (lowest terms, in flux quanta), the closed words acting trivially are those with area divisible by \(q\).

The hypotheses are realised on `Wave`, all complex functions on the infinite lattice, by
\[
(U\psi)(x,y)=\psi(x-1,y),\qquad (V\psi)(x,y)=z^{-x}\psi(x,y-1).
\]
Here \(z\) is any nonzero complex number; a magnetic field corresponds to \(|z|=1\). No Hamiltonian or normalisation enters.

```lean
import Mathlib

namespace MagneticTranslationWords

noncomputable section

/-- A unit step on the square lattice. -/
inductive Step
  | right
  | left
  | up
  | down

/-- The horizontal displacement of a step, which is its exponent of `U`. -/
def Step.dx : Step → ℤ
  | .right => 1
  | .left => -1
  | .up => 0
  | .down => 0

/-- The vertical displacement of a step, which is its exponent of `V`. -/
def Step.dy : Step → ℤ
  | .right => 0
  | .left => 0
  | .up => 1
  | .down => -1

/-- The translation belonging to a step: `U`, `U⁻¹`, `V` or `V⁻¹`. -/
def Step.op {G : Type*} [Group G] (U V : G) : Step → G
  | .right => U
  | .left => U⁻¹
  | .up => V
  | .down => V⁻¹

/-- The product of the translations along a path, written from left to right. -/
def word {G : Type*} [Group G] (U V : G) (w : List Step) : G :=
  (w.map (Step.op U V)).prod

/-- The total exponent of `U` in a word. -/
def netU (w : List Step) : ℤ := (w.map Step.dx).sum

/-- The total exponent of `V` in a word. -/
def netV (w : List Step) : ℤ := (w.map Step.dy).sum

/-- The sum over vertical steps of the step sign times the current column,
for a path that starts in column `x`. -/
def areaFrom : ℤ → List Step → ℤ
  | _, [] => 0
  | x, s :: w => x * s.dy + areaFrom (x + s.dx) w

/-- The signed area of a word: each `V` step contributes its sign times the
`U` exponent accumulated to its left. -/
def signedArea (w : List Step) : ℤ := areaFrom 0 w

/-- If `U V = ω V U` and `ω` commutes with `U` and `V`, then exchanging `U^m` with `V^n`
costs the factor `ω^(m n)`, for all integers `m` and `n`. -/
theorem zpow_exchange {G : Type*} [Group G] {ω U V : G} (hU : Commute ω U)
    (hV : Commute ω V) (h : U * V = ω * V * U) (m n : ℤ) :
    U ^ m * V ^ n = ω ^ (m * n) * V ^ n * U ^ m := by
  -- conjugation by U multiplies V by ω
  have h1 : SemiconjBy U V (ω * V) := h
  have h2 : U * V ^ n = ω ^ n * V ^ n * U := by
    have h1n := (h1.zpow_right n).eq
    rwa [hV.mul_zpow] at h1n
  -- read the same relation as a conjugation by V^n
  have h3 : SemiconjBy (V ^ n) (ω ^ n * U) U := by
    show V ^ n * (ω ^ n * U) = U * V ^ n
    rw [h2, ← mul_assoc, (hV.zpow_zpow n n).eq]
  have h4 := (h3.zpow_right m).eq
  rw [(hU.zpow_left n).mul_zpow, ← zpow_mul, ← mul_assoc] at h4
  rw [← h4, mul_comm m n, (hV.zpow_zpow (n * m) n).eq]

/-- If `U V = ω V U` and `ω` commutes with `U` and `V`, the loop around an `m` by `n`
rectangle gives `ω^(m n)`. -/
theorem rectangle_loop {G : Type*} [Group G] {ω U V : G} (hU : Commute ω U)
    (hV : Commute ω V) (h : U * V = ω * V * U) (m n : ℤ) :
    U ^ m * V ^ n * U ^ (-m) * V ^ (-n) = ω ^ (m * n) := by
  rw [zpow_exchange hU hV h, zpow_neg, zpow_neg, mul_inv_cancel_right,
    mul_inv_cancel_right]

/-- If `U V = ω V U` and `ω` commutes with `U` and `V`, any word preceded by `U^x` can be
ordered with `V` before `U`, at the cost of `ω` to the area counted from column `x`. -/
theorem zpow_mul_word {G : Type*} [Group G] {ω U V : G} (hU : Commute ω U)
    (hV : Commute ω V) (h : U * V = ω * V * U) (w : List Step) :
    ∀ x : ℤ, U ^ x * word U V w =
      ω ^ (areaFrom x w) * V ^ (netV w) * U ^ (x + netU w) := by
  induction w with
  | nil => intro x; simp [word, areaFrom, netU, netV]
  | cons s w ih =>
    intro x
    have hs : s.op U V = V ^ s.dy * U ^ s.dx := by
      cases s <;> simp [Step.op, Step.dx, Step.dy]
    have hc := (hV.zpow_zpow (areaFrom (x + s.dx) w) s.dy).eq
    have e1 : areaFrom x (s :: w) = x * s.dy + areaFrom (x + s.dx) w := rfl
    have e2 : netV (s :: w) = s.dy + netV w := by simp [netV]
    have e3 : netU (s :: w) = s.dx + netU w := by simp [netU]
    calc U ^ x * word U V (s :: w)
        = (U ^ x * V ^ s.dy) * (U ^ s.dx * word U V w) := by
          simp [word, hs, mul_assoc]
      -- move the new V step to the left of the accumulated U steps
      _ = ω ^ (x * s.dy) * V ^ s.dy * (U ^ (x + s.dx) * word U V w) := by
          rw [zpow_exchange hU hV h, zpow_add]
          simp only [mul_assoc]
      _ = ω ^ (x * s.dy) * (V ^ s.dy * ω ^ (areaFrom (x + s.dx) w)) * V ^ (netV w)
            * U ^ (x + s.dx + netU w) := by
          rw [ih]
          simp only [mul_assoc]
      _ = _ := by
          rw [← hc, e1, e2, e3, zpow_add ω, zpow_add V, ← add_assoc]
          simp only [mul_assoc]

/-- If `U V = ω V U` and `ω` commutes with `U` and `V`, a word with zero total exponent
in `U` and in `V` equals `ω` to the power of its signed area. -/
theorem closed_word_eq {G : Type*} [Group G] {ω U V : G} (hU : Commute ω U)
    (hV : Commute ω V) (h : U * V = ω * V * U) (w : List Step)
    (hu : netU w = 0) (hv : netV w = 0) : word U V w = ω ^ signedArea w := by
  have key := zpow_mul_word hU hV h w 0
  simpa [hu, hv, signedArea] using key

/-- If `U V = ω V U` and `ω` commutes with `U` and `V`, a word with zero total exponent in `U` and
in `V` is the identity exactly when the order of `ω` (zero if infinite) divides its signed area. -/
theorem closed_word_eq_one_iff {G : Type*} [Group G] {ω U V : G} (hU : Commute ω U)
    (hV : Commute ω V) (h : U * V = ω * V * U) (w : List Step)
    (hu : netU w = 0) (hv : netV w = 0) :
    word U V w = 1 ↔ (orderOf ω : ℤ) ∣ signedArea w := by
  rw [closed_word_eq hU hV h w hu hv, orderOf_dvd_iff_zpow_eq_one]

/-- Starting a path in column `x` instead of column `0` adds `x` times its net vertical
displacement to the area. -/
theorem areaFrom_eq (x : ℤ) (w : List Step) :
    areaFrom x w = signedArea w + x * netV w := by
  induction w generalizing x with
  | nil => simp [areaFrom, signedArea, netV]
  | cons s w ih =>
    have a : areaFrom x (s :: w) = x * s.dy + areaFrom (x + s.dx) w := rfl
    have b : signedArea (s :: w) = 0 * s.dy + areaFrom (0 + s.dx) w := rfl
    have c : netV (s :: w) = s.dy + netV w := by simp [netV]
    rw [a, b, c, ih (x + s.dx), ih (0 + s.dx)]
    ring

/-- The area of two paths in succession is the sum of their areas plus the horizontal
displacement of the first times the vertical displacement of the second. -/
theorem signedArea_append (a b : List Step) :
    signedArea (a ++ b) = signedArea a + signedArea b + netU a * netV b := by
  have key : ∀ x, areaFrom x (a ++ b) = areaFrom x a + areaFrom (x + netU a) b := by
    induction a with
    | nil => intro x; simp [areaFrom, netU]
    | cons s a ih =>
      intro x
      simp only [List.cons_append, areaFrom, ih, netU, List.map_cons, List.sum_cons,
        add_assoc]
  have k := key 0
  rw [zero_add, areaFrom_eq (netU a) b] at k
  exact k.trans (by unfold signedArea; ring)

/-- The signed area of a closed path does not depend on the point of the path at which
one starts. -/
theorem signedArea_rotate (a b : List Step) (hu : netU (a ++ b) = 0)
    (hv : netV (a ++ b) = 0) : signedArea (a ++ b) = signedArea (b ++ a) := by
  have hu' : netU a + netU b = 0 := by simpa [netU] using hu
  have hv' : netV a + netV b = 0 := by simpa [netV] using hv
  rw [signedArea_append, signedArea_append]
  linear_combination netU a * hv' - netV a * hu'

/-- Complex wavefunctions on the square lattice. -/
abbrev Wave := ℤ × ℤ → ℂ

/-- Multiplication of a wavefunction by a nonzero complex number `z`. -/
def phase (z : ℂˣ) : Wave ≃ₗ[ℂ] Wave where
  toFun ψ p := (z : ℂ) * ψ p
  invFun ψ p := ((z⁻¹ : ℂˣ) : ℂ) * ψ p
  map_add' _ _ := funext fun _ => mul_add _ _ _
  map_smul' _ _ := funext fun _ => mul_left_comm _ _ _
  left_inv _ := funext fun _ => Units.inv_mul_cancel_left z _
  right_inv _ := funext fun _ => Units.mul_inv_cancel_left z _

/-- Translation by one site in the horizontal direction. -/
def transX : Wave ≃ₗ[ℂ] Wave where
  toFun ψ p := ψ (p.1 - 1, p.2)
  invFun ψ p := ψ (p.1 + 1, p.2)
  map_add' _ _ := rfl
  map_smul' _ _ := rfl
  left_inv ψ := by funext p; simp
  right_inv ψ := by funext p; simp

/-- Translation by one site in the vertical direction, with the column-dependent
factor `z^(-x)` of the Landau gauge. -/
def transY (z : ℂˣ) : Wave ≃ₗ[ℂ] Wave where
  toFun ψ p := ((z ^ (-p.1) : ℂˣ) : ℂ) * ψ (p.1, p.2 - 1)
  invFun ψ p := ((z ^ p.1 : ℂˣ) : ℂ) * ψ (p.1, p.2 + 1)
  map_add' _ _ := funext fun _ => mul_add _ _ _
  map_smul' _ _ := funext fun _ => mul_left_comm _ _ _
  left_inv ψ := by
    funext p
    show ((z ^ p.1 : ℂˣ) : ℂ) * (((z ^ (-p.1) : ℂˣ) : ℂ) * ψ (p.1, p.2 + 1 - 1)) = ψ p
    rw [← mul_assoc, ← Units.val_mul, ← zpow_add, add_neg_cancel, add_sub_cancel_right]
    simp
  right_inv ψ := by
    funext p
    show ((z ^ (-p.1) : ℂˣ) : ℂ) * (((z ^ p.1 : ℂˣ) : ℂ) * ψ (p.1, p.2 - 1 + 1)) = ψ p
    rw [← mul_assoc, ← Units.val_mul, ← zpow_add, neg_add_cancel, sub_add_cancel]
    simp

/-- For every nonzero complex `z`, the Landau-gauge translations satisfy `U V = ω V U`
with `ω` the multiplication by `z`, which commutes with both. -/
theorem magnetic_translations_witness (z : ℂˣ) :
    Commute (phase z) transX ∧ Commute (phase z) (transY z) ∧
      transX * transY z = phase z * transY z * transX := by
  refine ⟨?_, ?_, ?_⟩
  · show phase z * transX = transX * phase z
    exact LinearEquiv.ext fun ψ => rfl
  · show phase z * transY z = transY z * phase z
    exact LinearEquiv.ext fun ψ => funext fun p => mul_left_comm _ _ _
  · refine LinearEquiv.ext fun ψ => funext fun p => ?_
    show ((z ^ (-(p.1 - 1)) : ℂˣ) : ℂ) * ψ (p.1 - 1, p.2 - 1) =
      (z : ℂ) * (((z ^ (-p.1) : ℂˣ) : ℂ) * ψ (p.1 - 1, p.2 - 1))
    -- the horizontal shift changes the gauge factor by one power of z
    have e : -(p.1 - 1) = 1 + -p.1 := by ring
    rw [e, zpow_add, zpow_one, Units.val_mul, mul_assoc]

end

end MagneticTranslationWords
```

```lean
#print axioms MagneticTranslationWords.rectangle_loop
#print axioms MagneticTranslationWords.closed_word_eq
#print axioms MagneticTranslationWords.closed_word_eq_one_iff
#print axioms MagneticTranslationWords.signedArea_rotate
```

```
'MagneticTranslationWords.rectangle_loop' depends on axioms: [propext]
'MagneticTranslationWords.closed_word_eq' depends on axioms: [propext]
'MagneticTranslationWords.closed_word_eq_one_iff' depends on axioms: [propext, Classical.choice, Quot.sound]
'MagneticTranslationWords.signedArea_rotate' depends on axioms: [propext, Classical.choice, Quot.sound]
```

## From the exchange rule to the closed word

`zpow_exchange` expresses the two conjugations through `SemiconjBy` and raises each to a power with `zpow_right`; `rectangle_loop` follows by cancelling inverses. `zpow_mul_word` is the induction above. It is stated for every `x` because the induction hypothesis is needed for the remaining path, which may start in a new column, and its `calc` block exchanges the first step, applies the induction hypothesis and collects the powers of `ω`. `closed_word_eq` sets `x` to 0.

`areaFrom_eq` and `signedArea_append` prove the shift and composition rules by induction, and `signedArea_rotate` combines them with the closure conditions. In `magnetic_translations_witness`, the relation is compared site by site: \(z^{-(x-1)}=z\,z^{-x}\) supplies the factor \(\omega\).
